# The resolvent identity for a system dressed by a finite bath

Let $A$ be the Hamiltonian matrix of a system and $D$ that of a bath, with $B$ the coupling block from bath to system and $C$ the block from system to bath. At two energies $z$ and $w$, let $g$ and $g'$ be the inverses of $z-D$ and $w-D$, and let $G$ and $G'$ be the inverses of $z-A-BgC$ and $w-A-Bg'C$. Then

$$G-G'=(w-z)\,G\,(1+B\,g\,g'\,C)\,G'.$$

All blocks are finite and independent of energy. Without a bath, the bracket is $1$ and this is the ordinary resolvent identity. The term $Bgg'C$ is the correction required because the self-energy $BgC$ changes with energy.

## Comparing two energies after eliminating the bath

A code for a non-interacting system with a finite bath can work with matrices of the system's size and represent the bath by its self-energy. If the couplings and the bath matrices $g$ and $g'$ are also available, the identity gives a consistency check between two energies: compute both sides and compare them. The self-energies alone are not enough, since obtaining $Bgg'C$ from the difference of the self-energies that enter $G$ and $G'$ would make the two sides agree whatever those self-energies are. With the correction computed correctly from $B$, $g$, $g'$ and $C$, a self-energy that enters $G$ and $G'$ with the wrong sign, or enters one of them at the wrong energy, generally leaves a residual. An error in $A$ does not, provided that the same wrong $A$ enters at both energies, because $A$ cancels in the derivation.

For a Hermitian model the identity also fixes the sign of the imaginary part of a diagonal element of $G$. The local density of states of orbital $i$, computed as $-\operatorname{Im}G_{ii}/\pi$ slightly above the real axis, is positive because of that sign.

## Inserting the inverses

Write $\Sigma=BgC$ and $\Sigma'=Bg'C$. Since $g(z-D)=1$ and $(w-D)g'=1$,

$$g-g'=g(w-D)g'-g(z-D)g'=(w-z)\,gg'.$$

The two terms with $D$ cancel. Multiplying by $B$ on the left and $C$ on the right gives

$$\Sigma-\Sigma'=(w-z)\,Bgg'C.$$

The same insertion for the dressed matrices reads

$$\begin{aligned}
G-G'&=G(w-A-\Sigma')G'-G(z-A-\Sigma)G'\\
&=(w-z)\,GG'+G(\Sigma-\Sigma')G'\\
&=(w-z)\,G(1+Bgg'C)G'.
\end{aligned}$$

**When the correction vanishes.** Suppose that the entries lie in a field and $z\neq w$. If the uncorrected identity $G-G'=(w-z)GG'$ holds, subtracting it from the corrected one leaves $(w-z)\,G\,Bgg'C\,G'=0$. Divide by $w-z$, then multiply by $z-A-\Sigma$ on the left and by $w-A-\Sigma'$ on the right. The result is $Bgg'C=0$. Conversely, if $Bgg'C=0$, the corrected identity is the uncorrected one. By the formula for $\Sigma-\Sigma'$, this condition says that the self-energy has the same value at the two energies.

**Hermitian blocks.** Now take complex matrices with $A$ and $D$ Hermitian and $C=B^\dagger$. The adjoint of $g(z-D)=1$ is $(\bar z-D)g^\dagger=1$, so $g^\dagger$ is the bath Green matrix at $\bar z$. Likewise, the adjoint of $G(z-A-BgB^\dagger)=1$ is

$$(\bar z-A-Bg^\dagger B^\dagger)G^\dagger=1.$$

The identity therefore applies with $w=\bar z$, $g'=g^\dagger$ and $G'=G^\dagger$. Since $\bar z-z=-2i\operatorname{Im}z$,

$$G-G^\dagger=-2i\operatorname{Im}z\,\bigl(GG^\dagger+(GBg)(GBg)^\dagger\bigr).$$

Apply both sides to a vector $x$ and take the inner product with $x$. The left side gives $2i\operatorname{Im}\langle x,Gx\rangle$. On the right, $\langle x,MM^\dagger x\rangle=\|M^\dagger x\|^2$ for any matrix $M$ of suitable shape. Dividing by $2i$,

$$\operatorname{Im}\langle x,Gx\rangle=-\operatorname{Im}z\,\bigl(\|G^\dagger x\|^2+\|(GBg)^\dagger x\|^2\bigr).$$

The vector $x$ need not be normalised; for nonzero $x$, the normalised expectation value follows on dividing both sides by $\|x\|^2$. For $\operatorname{Im}z>0$ and $x\neq0$ the right side is strictly negative, because $G^\dagger$ is invertible and so $G^\dagger x\neq0$.

**One level and one bath level.** Let the system level be $a$, the bath level $d$ and both couplings $t$. Then

$$g=\frac1{z-d},\qquad \Sigma=\frac{t^2}{z-d},\qquad G=\frac{z-d}{(z-a)(z-d)-t^2},$$

whenever both denominators are nonzero. Multiplying $G$ by $z-a-t^2/(z-d)$ gives $1$.

## The Lean file

```lean
import Mathlib

open Matrix

namespace DressedResolvent

noncomputable section

variable {m n K : Type*} [Fintype m] [DecidableEq m] [Fintype n] [DecidableEq n]

/-- `g` is the Green matrix of the bath Hamiltonian `D` at energy `z`. -/
def IsBathGreen [CommRing K] (D : Matrix n n K) (z : K) (g : Matrix n n K) : Prop :=
  (z • (1 : Matrix n n K) - D) * g = 1

/-- The self-energy: hop into the bath, propagate there with `g`, and hop back. -/
def selfEnergy [CommRing K] (B : Matrix m n K) (g : Matrix n n K) (C : Matrix n m K) :
    Matrix m m K :=
  B * g * C

/-- `G` is the Green matrix at energy `z` of a system with Hamiltonian `A`
and self-energy `S`. -/
def IsDressedGreen [CommRing K] (A S : Matrix m m K) (z : K) (G : Matrix m m K) : Prop :=
  (z • (1 : Matrix m m K) - A - S) * G = 1

omit [Fintype m] [DecidableEq m] in
/-- The self-energy at `z` minus the self-energy at `w` is `(w - z) B g(z) g(w) C`. -/
theorem selfEnergy_sub [CommRing K] {D g g' : Matrix n n K} {z w : K}
    (B : Matrix m n K) (C : Matrix n m K)
    (hg : IsBathGreen D z g) (hg' : IsBathGreen D w g') :
    selfEnergy B g C - selfEnergy B g' C = (w - z) • (B * g * g' * C) := by
  unfold IsBathGreen at hg hg'
  have hl : g * (z • (1 : Matrix n n K) - D) = 1 := mul_eq_one_comm.mp hg
  -- insert the inverse of each bath Green matrix next to the other one
  have h : g - g' = (w - z) • (g * g') := by
    calc g - g' = g * ((w • (1 : Matrix n n K) - D) * g')
          - (g * (z • (1 : Matrix n n K) - D)) * g' := by
            rw [hg', hl, Matrix.mul_one, Matrix.one_mul]
      _ = (w - z) • (g * g') := by
            simp only [Matrix.mul_sub, Matrix.sub_mul, Matrix.smul_mul, Matrix.mul_smul,
              Matrix.one_mul, Matrix.mul_one, Matrix.mul_assoc]
            module
  unfold selfEnergy
  rw [← Matrix.sub_mul, ← Matrix.mul_sub, h]
  simp only [Matrix.mul_smul, Matrix.smul_mul, Matrix.mul_assoc]

/-- Dressed resolvent identity: the Green matrices at two energies, each with its own
self-energy, differ by `(w - z) G(z) (1 + B g(z) g(w) C) G(w)`. -/
theorem dressed_resolvent_identity [CommRing K] {A G G' : Matrix m m K}
    {B : Matrix m n K} {C : Matrix n m K} {D g g' : Matrix n n K} {z w : K}
    (hg : IsBathGreen D z g) (hg' : IsBathGreen D w g')
    (hG : IsDressedGreen A (selfEnergy B g C) z G)
    (hG' : IsDressedGreen A (selfEnergy B g' C) w G') :
    G - G' = (w - z) • (G * (1 + B * g * g' * C) * G') := by
  have h := selfEnergy_sub B C hg hg'
  unfold IsDressedGreen at hG hG'
  generalize selfEnergy B g C = S at *
  generalize selfEnergy B g' C = S' at *
  have hl : G * (z • (1 : Matrix m m K) - A - S) = 1 := mul_eq_one_comm.mp hG
  calc G - G' = G * ((w • (1 : Matrix m m K) - A - S') * G')
        - (G * (z • (1 : Matrix m m K) - A - S)) * G' := by
          rw [hG', hl, Matrix.mul_one, Matrix.one_mul]
    _ = (w - z) • (G * G') + G * (S - S') * G' := by
          simp only [Matrix.mul_sub, Matrix.sub_mul, Matrix.smul_mul, Matrix.mul_smul,
            Matrix.one_mul, Matrix.mul_one, Matrix.mul_assoc]
          module
    _ = (w - z) • (G * (1 + B * g * g' * C) * G') := by
          -- the self-energy difference supplies the correction
          rw [h]
          simp only [Matrix.mul_add, Matrix.add_mul, Matrix.mul_smul, Matrix.smul_mul,
            Matrix.mul_one, smul_add]

/-- At two different energies the uncorrected resolvent identity holds for the dressed
Green matrices exactly when `B g(z) g(w) C` vanishes. -/
theorem uncorrected_identity_iff [Field K] {A G G' : Matrix m m K}
    {B : Matrix m n K} {C : Matrix n m K} {D g g' : Matrix n n K} {z w : K} (hzw : z ≠ w)
    (hg : IsBathGreen D z g) (hg' : IsBathGreen D w g')
    (hG : IsDressedGreen A (selfEnergy B g C) z G)
    (hG' : IsDressedGreen A (selfEnergy B g' C) w G') :
    G - G' = (w - z) • (G * G') ↔ B * g * g' * C = 0 := by
  rw [dressed_resolvent_identity hg hg' hG hG']
  generalize B * g * g' * C = X
  constructor
  · intro h
    have hne : w - z ≠ 0 := sub_ne_zero.mpr hzw.symm
    have h2 := congrArg (fun M => (w - z)⁻¹ • M) h
    simp only [inv_smul_smul₀ hne] at h2
    have h3 : G * X * G' = 0 := by
      calc G * X * G' = G * (1 + X) * G' - G * G' := by noncomm_ring
        _ = 0 := by rw [h2, sub_self]
    -- strip off the two invertible Green matrices
    unfold IsDressedGreen at hG hG'
    obtain ⟨M, hM⟩ : ∃ M : Matrix m m K, M * G = 1 := ⟨_, hG⟩
    obtain ⟨N, hN⟩ : ∃ N : Matrix m m K, G' * N = 1 := ⟨_, mul_eq_one_comm.mp hG'⟩
    calc X = (M * G) * X * (G' * N) := by rw [hM, hN, Matrix.one_mul, Matrix.mul_one]
      _ = M * (G * X * G') * N := by simp only [Matrix.mul_assoc]
      _ = 0 := by rw [h3, Matrix.mul_zero, Matrix.zero_mul]
  · intro h
    rw [h, add_zero, Matrix.mul_one]

/-- For a Hermitian bath, the adjoint of the Green matrix is the Green matrix at the
conjugate energy. -/
theorem bath_adjoint {D g : Matrix n n ℂ} {z : ℂ} (hD : D.IsHermitian)
    (hg : IsBathGreen D z g) : IsBathGreen D (star z) gᴴ := by
  unfold IsBathGreen at *
  have h := congrArg conjTranspose (mul_eq_one_comm.mp hg)
  simp only [conjTranspose_mul, conjTranspose_sub, conjTranspose_smul, conjTranspose_one,
    hD.eq] at h
  exact h

omit [DecidableEq n] in
/-- For Hermitian `A`, if `G` is the Green matrix at energy `z` with self-energy `B g Bᴴ`, then `Gᴴ`
is the Green matrix at the conjugate energy with self-energy `B gᴴ Bᴴ`. -/
theorem dressed_adjoint {A G : Matrix m m ℂ} {B : Matrix m n ℂ} {g : Matrix n n ℂ} {z : ℂ}
    (hA : A.IsHermitian) (hG : IsDressedGreen A (selfEnergy B g Bᴴ) z G) :
    IsDressedGreen A (selfEnergy B gᴴ Bᴴ) (star z) Gᴴ := by
  unfold IsDressedGreen selfEnergy at *
  have h := congrArg conjTranspose (mul_eq_one_comm.mp hG)
  simp only [conjTranspose_mul, conjTranspose_sub, conjTranspose_smul, conjTranspose_one,
    conjTranspose_conjTranspose, hA.eq] at h
  simpa only [Matrix.mul_assoc] using h

/-- The squared norm of a complex vector. -/
def weight (v : n → ℂ) : ℝ := ∑ i, Complex.normSq (v i)

omit [DecidableEq m] [DecidableEq n] in
/-- For every vector `x`, the inner product of `x` with `M Mᴴ x` is the squared norm of `Mᴴ x`. -/
theorem expectation_mul_adjoint (M : Matrix m n ℂ) (x : m → ℂ) :
    star x ⬝ᵥ (M * Mᴴ) *ᵥ x = (weight (Mᴴ *ᵥ x) : ℂ) := by
  have hw : ∀ v : n → ℂ, (weight v : ℂ) = star v ⬝ᵥ v := by
    intro v
    unfold weight dotProduct
    rw [Complex.ofReal_sum]
    refine Finset.sum_congr rfl fun i _ => ?_
    rw [Complex.normSq_eq_conj_mul_self]
    rfl
  rw [hw, Matrix.star_mulVec, conjTranspose_conjTranspose, ← Matrix.mulVec_mulVec]
  exact Matrix.dotProduct_mulVec _ _ _

/-- For Hermitian `A` and `D` and return coupling `Bᴴ`, the imaginary part of the inner product of
`x` with `G x` is `-Im z` times the sum of the squared norms of `Gᴴ x` and `(G B g)ᴴ x`, for every
vector `x`. -/
theorem im_dressed_green {A G : Matrix m m ℂ} {B : Matrix m n ℂ} {D g : Matrix n n ℂ}
    {z : ℂ} (hA : A.IsHermitian) (hD : D.IsHermitian) (hg : IsBathGreen D z g)
    (hG : IsDressedGreen A (selfEnergy B g Bᴴ) z G) (x : m → ℂ) :
    (star x ⬝ᵥ G *ᵥ x).im
      = -z.im * (weight (Gᴴ *ᵥ x) + weight ((G * B * g)ᴴ *ᵥ x)) := by
  have h := dressed_resolvent_identity hg (bath_adjoint hD hg) hG (dressed_adjoint hA hG)
  have e : G * (1 + B * g * gᴴ * Bᴴ) * Gᴴ = G * Gᴴ + (G * B * g) * (G * B * g)ᴴ := by
    simp only [Matrix.mul_add, Matrix.add_mul, Matrix.mul_one, conjTranspose_mul,
      Matrix.mul_assoc]
  have hs : star x ⬝ᵥ Gᴴ *ᵥ x = star (star x ⬝ᵥ G *ᵥ x) :=
    (Matrix.star_dotProduct _ _).trans (by
      rw [Matrix.star_mulVec, conjTranspose_conjTranspose, ← Matrix.dotProduct_mulVec])
  -- apply the identity between z and its conjugate to x and take the inner product with x
  rw [e] at h
  have hx := congrArg (fun M => star x ⬝ᵥ M *ᵥ x) h
  simp only [Matrix.sub_mulVec, dotProduct_sub, Matrix.smul_mulVec, dotProduct_smul,
    Matrix.add_mulVec, dotProduct_add, expectation_mul_adjoint, hs] at hx
  have him := congrArg Complex.im hx
  simp only [smul_eq_mul, Complex.star_def, Complex.sub_im, Complex.sub_re, Complex.mul_im,
    Complex.add_im, Complex.add_re, Complex.ofReal_re, Complex.ofReal_im, Complex.conj_im,
    Complex.conj_re] at him
  linarith

/-- One level `a` coupled with amplitude `t` to one bath level `d`: explicit bath and
dressed Green matrices at every energy where the denominators do not vanish. -/
theorem two_level_witness (a d t z : ℂ) (h1 : z - d ≠ 0)
    (h2 : (z - a) * (z - d) - t ^ 2 ≠ 0) :
    IsBathGreen !![d] z !![(z - d)⁻¹] ∧
      IsDressedGreen !![a] (selfEnergy !![t] !![(z - d)⁻¹] !![t]) z
        !![(z - d) / ((z - a) * (z - d) - t ^ 2)] := by
  have k : (z - a - t * (z - d)⁻¹ * t) * ((z - d) / ((z - a) * (z - d) - t ^ 2)) = 1 := by
    rw [← mul_div_assoc, div_eq_one_iff_eq h2]
    linear_combination (-t ^ 2) * inv_mul_cancel₀ h1
  constructor
  · unfold IsBathGreen
    ext i j
    fin_cases i
    fin_cases j
    simpa [Matrix.mul_apply] using mul_inv_cancel₀ h1
  · unfold IsDressedGreen selfEnergy
    ext i j
    fin_cases i
    fin_cases j
    simpa [Matrix.mul_apply] using k

end

end DressedResolvent
```

```lean
#print axioms DressedResolvent.dressed_resolvent_identity
#print axioms DressedResolvent.uncorrected_identity_iff
#print axioms DressedResolvent.im_dressed_green
```

```
'DressedResolvent.dressed_resolvent_identity' depends on axioms: [propext, Classical.choice, Quot.sound]
'DressedResolvent.uncorrected_identity_iff' depends on axioms: [propext, Classical.choice, Quot.sound]
'DressedResolvent.im_dressed_green' depends on axioms: [propext, Classical.choice, Quot.sound]
```

## Reading the matrices and hypotheses

The finite types `m` and `n` label system and bath orbitals. Thus `A` is a square matrix over `m`, `D` is square over `n`, and `B` and `C` are rectangular. An energy is a scalar `z` or `w` in the ring `K`, and `z • 1` is the corresponding multiple of the identity matrix.

`IsBathGreen D z g` says that $(z-D)g=1$. `IsDressedGreen A S z G` says that $(z-A-S)G=1$, where `S` is a given self-energy; in the theorems it is `selfEnergy B g C`, which is $BgC$. These are conditions on given matrices, so a theorem applies only at energies where such inverses exist. As in the derivation, a prime marks a matrix at the second energy.

`dressed_resolvent_identity` states the corrected identity over any commutative ring, with no condition that the energies differ. `uncorrected_identity_iff` works over a field and assumes `z ≠ w`; its equivalence concerns one chosen pair of energies.

`im_dressed_green` uses complex matrices, Hermitian `A` and `D`, and `Bᴴ` as the return coupling. The expression `star x ⬝ᵥ G *ᵥ x` is $\langle x,Gx\rangle$, and `weight` is the squared norm. The theorem is an equality for every `x` and for either sign of $\operatorname{Im}z$; the strict inequality above is a consequence drawn in the text.

`two_level_witness` allows complex `a`, `d` and `t`, and uses the same `t` in both directions. The model is Hermitian when all three are real.

## How the Lean proofs follow the algebra

The definitions put the Green matrix on the right of the matrix it inverts, while the derivation also needs it on the left. `mul_eq_one_comm` supplies the other order for square matrices over a commutative ring.

In `selfEnergy_sub`, the first line of the `calc` block inserts the two inverses. The simplifier expands the products and `module` collects the scalar multiples, which leaves $(w-z)gg'$. The couplings are then multiplied in.

`dressed_resolvent_identity` repeats the insertion for `G` and `G'`. Each self-energy is first replaced by a single letter with `generalize`, so the expansion produces $G(\Sigma-\Sigma')G'$ without opening up the bath terms. The last step substitutes the result of `selfEnergy_sub`.

In `uncorrected_identity_iff`, the forward direction divides by `w - z` and obtains `G * X * G' = 0`, where `X` stands for $Bgg'C$. The matrices `M` and `N` are the inverses that remove `G` and `G'` from the two sides. The reverse direction substitutes zero for the correction.

`bath_adjoint` and `dressed_adjoint` take adjoints of the inverse equations. `expectation_mul_adjoint` turns $\langle x,MM^\dagger x\rangle$ into a squared norm. In `im_dressed_green`, the equation `e` writes the right side as a sum of two products of the form $MM^\dagger$, and `hs` identifies $\langle x,G^\dagger x\rangle$ with the complex conjugate of $\langle x,Gx\rangle$. Taking imaginary parts gives twice the desired equation, and `linarith` removes the factor of two.

The two-level result checks the scalar product for `G` first and then compares the single entry of each matrix equation.

## Finite baths, orthonormal orbitals and exact arithmetic

The theorems concern exact matrices. They give no bound on the residual in floating-point arithmetic, which can grow when $z$ or $w$ lies close to a singular energy and the inverses are ill-conditioned.

The energy multiplies the identity matrix, which corresponds to an orthonormal basis. In a non-orthogonal basis a code multiplies the energy by the overlap matrix instead, and its couplings may depend on energy as well; the identity would need to be derived again for that case.

The bath has finitely many orbitals. When $z$ is real and both inverses exist, the formula of `im_dressed_green` gives $\operatorname{Im}\langle x,Gx\rangle=0$, so in this Hermitian model the bath can spread a level over several discrete peaks, but the width of each peak comes from the imaginary part of $z$. A semi-infinite lead, whose self-energy can keep an imaginary part as $z$ approaches the real axis, requires a limit that is not taken here.

The self-energy must have the form $BgC$ with fixed $A$, $B$, $C$ and $D$. A self-energy from an interacting many-electron calculation is not covered unless it is represented in that form by a finite auxiliary bath.

Finally, an eigenvalue of $D$ is excluded even when the combined system and bath has a resolvent there. In the two-level model this happens at $z=d$ with $t\neq0$: $z$ times the identity minus the full two-by-two Hamiltonian is invertible, but $g$ does not exist. A code that eliminates the bath has to avoid such an energy or treat it separately.
